# Equal inner products fix a finite labelled family of vectors up to an orthogonal matrix

Suppose a model of a molecule's energy sees only the inner products of the vectors from a central atom to its neighbours. If two neighbourhoods of different shape shared all these numbers, the model would give them the same energy, whatever their true energies, and no fitting could repair it. For finitely many labelled vectors this cannot happen: equal inner products mean that one orthogonal matrix, a rotation possibly combined with a reflection, carries one neighbourhood onto the other.

## Labelled vectors in ℝⁿ

A family u assigns a vector u_i in ℝⁿ to each label i. In Lean it is a function `u : ι → Fin n → ℝ`, where `ι` is the set of labels. The vectors may be dependent, repeated or zero.

```lean
import Mathlib

open Matrix

namespace CompleteRotationalInvariants

variable {ι : Type*} {n : ℕ}
```

The inner products form the Gram matrix, G(u)_ij = u_i · u_j, with squared lengths on the diagonal.

```lean
/-- The Gram matrix of a family of vectors: the table of all inner products `u i · u j`. -/
def gramMatrix (u : ι → Fin n → ℝ) : Matrix ι ι ℝ :=
  Matrix.of fun i j => u i ⬝ᵥ u j
```

Labels pair u_i with v_i. Real atoms of one element are interchangeable, and finding the right pairing between two structures is a separate task that the theorems leave to the user.

## Q is orthogonal

Orthogonality, QᵀQ = 1, says that Q changes no length or angle. By hand it enters once:

(Qx) · (Qy) = x · (QᵀQy) = x · y.

So if Q u_i = v_i for all i, the Gram matrices agree. The lemma below is this line, with `*ᵥ` for a matrix acting on a vector and `⬝ᵥ` for the dot product. For a general invertible Q it fails: doubling every vector multiplies the inner products by four.

```lean
/-- An orthogonal matrix preserves the dot product of any two vectors. -/
theorem dotProduct_orthogonal {Q : Matrix (Fin n) (Fin n) ℝ}
    (hQ : Q ∈ Matrix.orthogonalGroup (Fin n) ℝ) (x y : Fin n → ℝ) :
    (Q *ᵥ x) ⬝ᵥ (Q *ᵥ y) = x ⬝ᵥ y := by
  have hT : Qᵀ = star Q := by
    ext i j
    simp [Matrix.star_apply]
  have h : Qᵀ * Q = 1 := by
    rw [hT]
    exact Matrix.mem_unitaryGroup_iff'.1 hQ
  rw [Matrix.dotProduct_mulVec, ← Matrix.mulVec_transpose, Matrix.mulVec_mulVec, h,
    Matrix.one_mulVec]
```

## All inner products agree

The assumption is u_i · u_j = v_i · v_j for every pair, including i = j. For any real coefficients c_i it gives

|Σ c_i u_i|² = Σ_ij c_i c_j u_i · u_j = Σ_ij c_i c_j v_i · v_j = |Σ c_i v_i|².

`norm_superposition` expands the squares in the same way, in any real inner product space.

```lean
section Isometry

variable [Fintype ι] {V : Type*} [NormedAddCommGroup V] [InnerProductSpace ℝ V]

/-- If two families of vectors have the same inner products, then superpositions with the
same coefficients have the same length. -/
theorem norm_superposition (u v : ι → V)
    (h : ∀ i j, inner ℝ (u i) (u j) = inner ℝ (v i) (v j)) (c : ι → ℝ) :
    ‖∑ i, c i • u i‖ = ‖∑ i, c i • v i‖ := by
  have key : ‖∑ i, c i • u i‖ ^ 2 = ‖∑ i, c i • v i‖ ^ 2 := by
    rw [← real_inner_self_eq_norm_sq, ← real_inner_self_eq_norm_sq]
    simp only [sum_inner, inner_sum, real_inner_smul_left, real_inner_smul_right, h]
  exact (sq_eq_sq₀ (norm_nonneg _) (norm_nonneg _)).1 key
```

Now define L(Σ c_i u_i) = Σ c_i v_i on the span U of the u_i. If coefficients c and d give the same vector in U, the length identity for c − d yields

|Σ (c_i − d_i) v_i| = |Σ (c_i − d_i) u_i| = 0,

so L is well defined. It is linear and preserves length, hence L(U) has the dimension of U. The orthogonal complements of U and L(U) then also have equal dimension, and sending an orthonormal basis of one to an orthonormal basis of the other extends L to an isometry Φ of the whole space.

In Lean, `A` and `B` turn coefficients into superpositions of the u_i and v_i, `g` chooses coefficients for each vector in the span, and `L` is `B` after `g`. The step `hx` shows that the choice is immaterial, and `L.extend` supplies the extension.

```lean
/-- In a finite-dimensional real inner product space, two finite families with the same inner
products are connected by a linear isometry of the whole space. -/
theorem exists_isometry [FiniteDimensional ℝ V] (u v : ι → V)
    (h : ∀ i j, inner ℝ (u i) (u j) = inner ℝ (v i) (v j)) :
    ∃ Φ : V →ₗᵢ[ℝ] V, ∀ i, Φ (u i) = v i := by
  classical
  let A := Fintype.linearCombination ℝ u
  let B := Fintype.linearCombination ℝ v
  have hAB : ∀ c, ‖A c‖ = ‖B c‖ := fun c => by
    simpa [A, B, Fintype.linearCombination_apply] using norm_superposition u v h c
  -- choose coefficients linearly for each vector in the span of the `u i`
  obtain ⟨g, hg⟩ := A.rangeRestrict.exists_rightInverse_of_surjective
    (LinearMap.range_rangeRestrict A)
  have hg' : ∀ x : LinearMap.range A, A (g x) = x := fun x =>
    congrArg Subtype.val (LinearMap.congr_fun hg x)
  -- the same coefficients applied to the `v i` define an isometry on that span
  let L : LinearMap.range A →ₗᵢ[ℝ] V := ⟨B ∘ₗ g, fun x => by
    change ‖B (g x)‖ = ‖(x : V)‖
    rw [← hAB, hg']⟩
  refine ⟨L.extend, fun i => ?_⟩
  have hu : A (Pi.single i 1) = u i := by
    simp [A, Fintype.linearCombination_apply, Pi.single_apply]
  have hv : B (Pi.single i 1) = v i := by
    simp [B, Fintype.linearCombination_apply, Pi.single_apply]
  let x : LinearMap.range A := ⟨u i, Pi.single i 1, hu⟩
  -- the choice of coefficients does not matter
  have hx : B (g x) = B (Pi.single i 1) := by
    rw [← sub_eq_zero, ← map_sub, ← norm_eq_zero, ← hAB, map_sub, hg', hu]
    simp [x]
  calc L.extend (u i) = L x := L.extend_apply x
    _ = B (Pi.single i 1) := hx
    _ = v i := hv

end Isometry
```

Let Q be the matrix of Φ, with columns Φe_i for the standard basis e_i. An isometry preserves inner products, so

(QᵀQ)_ij = Φe_i · Φe_j = e_i · e_j = δ_ij.

The theorem states both directions: the Gram matrices are equal if and only if some orthogonal Q satisfies Q u_i = v_i for all i. Its proof passes through `EuclideanSpace`, because Mathlib's default norm on `Fin n → ℝ` is not the Euclidean one. `F` is Φ brought back to plain coordinates, and the `calc` block is the column computation.

```lean
/-- Two finite families of vectors in `ℝⁿ` have the same inner products if and only if a single
orthogonal matrix carries each vector of the first to its partner in the second. -/
theorem gramMatrix_eq_iff [Fintype ι] (u v : ι → Fin n → ℝ) :
    gramMatrix u = gramMatrix v ↔
      ∃ Q ∈ Matrix.orthogonalGroup (Fin n) ℝ, ∀ i, Q *ᵥ u i = v i := by
  constructor
  · intro h
    have hin : ∀ x y : Fin n → ℝ,
        inner ℝ (WithLp.toLp 2 x : EuclideanSpace ℝ (Fin n)) (WithLp.toLp 2 y) = x ⬝ᵥ y := by
      intro x y
      simp [PiLp.inner_apply, dotProduct, mul_comm]
    obtain ⟨Φ, hΦ⟩ := exists_isometry
      (fun i => (WithLp.toLp 2 (u i) : EuclideanSpace ℝ (Fin n)))
      (fun i => WithLp.toLp 2 (v i))
      (fun i j => (hin _ _).trans ((congrFun (congrFun h i) j).trans (hin _ _).symm))
    let F : (Fin n → ℝ) →ₗ[ℝ] (Fin n → ℝ) :=
      { toFun := fun x => (Φ (WithLp.toLp 2 x)).ofLp
        map_add' := by intro x y; simp
        map_smul' := by intro c x; simp }
    have hF : ∀ x y, F x ⬝ᵥ F y = x ⬝ᵥ y := fun x y =>
      (hin _ _).symm.trans ((Φ.inner_map_map _ _).trans (hin _ _))
    have e : ∀ a i, LinearMap.toMatrix' F a i = F (Pi.single i 1) a := by
      intro a i
      rw [← LinearMap.toMatrix'_mulVec F, Matrix.mulVec_single_one]
      rfl
    refine ⟨LinearMap.toMatrix' F, Matrix.mem_unitaryGroup_iff'.2 ?_, fun i => ?_⟩
    · -- the columns of the matrix are orthonormal
      ext i j
      calc (star (LinearMap.toMatrix' F) * LinearMap.toMatrix' F) i j
          = F (Pi.single i 1) ⬝ᵥ F (Pi.single j 1) := by
            simp only [Matrix.mul_apply, Matrix.star_apply, star_trivial, dotProduct, e]
        _ = (Pi.single i 1 : Fin n → ℝ) ⬝ᵥ Pi.single j 1 := hF _ _
        _ = (1 : Matrix (Fin n) (Fin n) ℝ) i j := by
            simp [Matrix.one_apply, Pi.single_apply, eq_comm (a := j) (b := i)]
    · rw [LinearMap.toMatrix'_mulVec]
      exact congrArg WithLp.ofLp (hΦ i)
  · rintro ⟨Q, hQ, h⟩
    ext i j
    change u i ⬝ᵥ u j = v i ⬝ᵥ v j
    rw [← h i, ← h j, dotProduct_orthogonal hQ]
```

Every kind of entry matters. Without the diagonal, the single vectors 1 and 2 in ℝ¹ would pass the comparison. With the diagonal alone, two parallel unit vectors would match two perpendicular ones.

Finiteness of the family, `[Fintype ι]`, serves the sums over i. In ℝⁿ it is a convenience, since finitely many members already span U. If family and dimension are both infinite, the conclusion can fail: e_2, e_3, … and e_1, e_2, … have equal inner products, but an isometry taking the first list to the second has nowhere to send e_1.

## The function is invariant under every orthogonal matrix

Let f be a property of the family, with values of any type `α`, that is unchanged when one orthogonal matrix acts on all vectors together. If G(a) = G(b), there is an orthogonal Q with Q a_i = b_i, and

f(b) = f(Qa) = f(a).

Hence f(u) = g(G(u)) for some function g. Conversely, any such f is invariant because G(Qu) = G(u). In Lean the first argument is `hfac`, and `Function.extend` builds g, giving it the arbitrary value `f 0` on matrices that are not Gram matrices. Nothing is said about g being continuous or differentiable, even when f is, so the theorem does not promise a g whose derivatives could be used to compute forces by the chain rule.

```lean
/-- A function of finitely many vectors in `ℝⁿ` is invariant under all orthogonal matrices if and
only if it is a function of their inner products alone. -/
theorem invariant_iff_function_of_gramMatrix [Fintype ι] {α : Type*}
    (f : (ι → Fin n → ℝ) → α) :
    (∀ Q ∈ Matrix.orthogonalGroup (Fin n) ℝ, ∀ u, f (fun i => Q *ᵥ u i) = f u) ↔
      ∃ g : Matrix ι ι ℝ → α, ∀ u, f u = g (gramMatrix u) := by
  constructor
  · intro hf
    have hfac : Function.FactorsThrough f gramMatrix := by
      intro a b hab
      obtain ⟨Q, hQ, h⟩ := (gramMatrix_eq_iff a b).1 hab
      have hb : (fun i => Q *ᵥ a i) = b := funext h
      rw [← hb, hf Q hQ]
    exact ⟨Function.extend gramMatrix f (fun _ => f 0),
      fun u => (hfac.extend_apply _ u).symm⟩
  · rintro ⟨g, hg⟩ Q hQ u
    rw [hg, hg, (gramMatrix_eq_iff u (fun i => Q *ᵥ u i)).2 ⟨Q, hQ, fun _ => rfl⟩]
```

For three or more vectors in ℝ³, invariance under rotations alone is too weak: the signed volume u_1 · (u_2 × u_3) has it, yet changes sign under inversion, which leaves G unchanged. The word "Rotational" in the name of the Lean namespace must therefore be read as including reflections.

## All interatomic distances agree

For atomic positions r_i and s_i the natural data are distances, which ignore the origin. Choose a reference atom o. With a = r_i, b = r_j, c = r_o,

2(a − c) · (b − c) = |a − c|² + |b − c|² − |a − b|².

The same identity holds for s, so the vectors r_i − r_o and s_i − s_o have equal Gram matrices. An orthogonal Q therefore gives Q(r_i − r_o) = s_i − s_o, that is,

s_i = Q r_i + t, with t = s_o − Q r_o.

The proof treats the empty structure first, since it has no atom o; `pol` is the identity and `hG` the equality of Gram matrices.

```lean
/-- Two finite sets of labelled atomic positions with the same squared interatomic distances
are related by an orthogonal matrix followed by a translation. -/
theorem congruent_of_distances [Fintype ι] (r s : ι → Fin n → ℝ)
    (h : ∀ i j, (r i - r j) ⬝ᵥ (r i - r j) = (s i - s j) ⬝ᵥ (s i - s j)) :
    ∃ Q ∈ Matrix.orthogonalGroup (Fin n) ℝ, ∃ t : Fin n → ℝ,
      ∀ i, s i = Q *ᵥ r i + t := by
  rcases isEmpty_or_nonempty ι with hι | ⟨⟨o⟩⟩
  · exact ⟨1, one_mem _, 0, fun i => isEmptyElim i⟩
  -- polarization: inner products relative to atom `o` follow from distances
  have pol : ∀ a b c : Fin n → ℝ, 2 * ((a - c) ⬝ᵥ (b - c)) =
      (a - c) ⬝ᵥ (a - c) + (b - c) ⬝ᵥ (b - c) - (a - b) ⬝ᵥ (a - b) := by
    intro a b c
    simp only [sub_dotProduct, dotProduct_sub]
    rw [dotProduct_comm b a, dotProduct_comm c a, dotProduct_comm c b]
    ring
  have hG : gramMatrix (fun i => r i - r o) = gramMatrix (fun i => s i - s o) := by
    ext i j
    change (r i - r o) ⬝ᵥ (r j - r o) = (s i - s o) ⬝ᵥ (s j - s o)
    linarith [pol (r i) (r j) (r o), pol (s i) (s j) (s o), h i o, h j o, h i j]
  obtain ⟨Q, hQ, hrs⟩ := (gramMatrix_eq_iff _ _).1 hG
  refine ⟨Q, hQ, s o - Q *ᵥ r o, fun i => ?_⟩
  have e : Q *ᵥ (r i - r o) = s i - s o := hrs i
  rw [Matrix.mulVec_sub] at e
  linear_combination -e
```

One missing distance can spoil this. In a four-atom chain with fixed bond lengths and fixed bent angles, only the end-to-end distance records changes in the size of the torsion angle.

## The three vectors have nonzero determinant

Inversion u_i → −u_i preserves all inner products. Could a rotation do the same job? Let M have rows u_1, u_2, u_3 in ℝ³, and suppose R u_i = −u_i with det R = 1. Then M Rᵀ = −M, and taking determinants gives

det M = −det M,

so det M = 0. The hypothesis `hu` excludes this, and the proof uses it only in the last line. `hM` is the matrix equation and `hneg` the sign in three dimensions.

```lean
/-- Three vectors in `ℝ³` with nonzero determinant have the same inner products as their
images under inversion, but no matrix of determinant one carries them to those images. -/
theorem handedness_not_detected (u : Fin 3 → Fin 3 → ℝ) (hu : (Matrix.of u).det ≠ 0) :
    gramMatrix (fun i => -u i) = gramMatrix u ∧
      ∀ R : Matrix (Fin 3) (Fin 3) ℝ, R.det = 1 → ¬ ∀ i, R *ᵥ u i = -u i := by
  constructor
  · ext i j
    simp [gramMatrix]
  · intro R hR h
    have hM : Matrix.of u * Rᵀ = -Matrix.of u := by
      ext i j
      have hij := congrFun (h i) j
      simpa [Matrix.mulVec, dotProduct, Matrix.mul_apply, mul_comm] using hij
    -- inversion reverses the sign of the determinant in three dimensions
    have hneg : (-Matrix.of u).det = -(Matrix.of u).det := by
      rw [Matrix.det_neg]
      norm_num
    have hd := congrArg Matrix.det hM
    rw [Matrix.det_mul, Matrix.det_transpose, hR, hneg] at hd
    exact hu (by linarith)

end CompleteRotationalInvariants
```

Without `hu` the claim fails: three vectors in a common plane are inverted by a half turn about its normal. For three non-coplanar vectors, inner products cannot tell the arrangement from its inverted image, so they cannot give the sign of a quantity such as optical rotation.

```lean
#print axioms CompleteRotationalInvariants.gramMatrix_eq_iff
#print axioms CompleteRotationalInvariants.invariant_iff_function_of_gramMatrix
#print axioms CompleteRotationalInvariants.congruent_of_distances
#print axioms CompleteRotationalInvariants.handedness_not_detected
```

```
'CompleteRotationalInvariants.gramMatrix_eq_iff' depends on axioms: [propext, Classical.choice, Quot.sound]
'CompleteRotationalInvariants.invariant_iff_function_of_gramMatrix' depends on axioms: [propext, Classical.choice, Quot.sound]
'CompleteRotationalInvariants.congruent_of_distances' depends on axioms: [propext, Classical.choice, Quot.sound]
'CompleteRotationalInvariants.handedness_not_detected' depends on axioms: [propext, Classical.choice, Quot.sound]
```
